# An uncertainty bound for anticommuting observables with γ_a² = 1: Σ_a ⟨γ_a⟩² ≤ 1

## Physical setting

A variational qubit simulation of electronic structure, in which the Hamiltonian is measured term by term, yields estimated expectation values of Pauli strings, and these numbers can be checked for consistency as follows. Pick out strings that anticommute pairwise, square their expectation values and add them. Sampling noise raises this sum on average, because the mean square of an unbiased estimate is the square of its mean plus its variance. If the sum exceeds 1 by clearly more than this bias and the statistical scatter allow, the numbers are not compatible with one and the same state of the register. The check rests on the bound proved below, which holds for finitely many Hermitian matrices of finite size that square to the identity and anticommute exactly.

For one qubit the family is X, Y, Z and the bound says that the Bloch vector lies in the unit ball. Two further connections are stated here without being proved. The Majorana operators of the Jordan-Wigner encoding, normalised to square to 1, form such a family, although their mean values all vanish in a state of definite particle number. And since an observable A with A² = 1 has variance 1 − ⟨A⟩², the variances of m observables in such a family add up to at least m − 1.

## Statement

Let γ_a, with a in a finite index set, be complex square matrices with

  γ_a† = γ_a,  γ_a γ_b + γ_b γ_a = 2 δ_ab 1.

(i) For every vector v with ⟨v, v⟩ = 1,

  Σ_a ⟨v, γ_a v⟩² ≤ 1.

(ii) For such v, equality holds if and only if Γv = v, where Γ = Σ_a ⟨v, γ_a v⟩ γ_a.

(iii) For every positive semidefinite ρ with Tr ρ = 1,

  Σ_a (Re Tr ργ_a)² ≤ 1.

Parts (i) and (iii) are cases of one bound for any real-linear functional φ on matrices with φ(1) = 1 and φ(A†A) ≥ 0 for all A.

## Derivation

Step 1. For real coefficients c_a put γ(c) = Σ_a c_a γ_a. It is Hermitian because the c_a are real and the γ_a are Hermitian. For two coefficient vectors c and d, expand both products and exchange the summation labels in the second:

  γ(c)γ(d) + γ(d)γ(c) = Σ_ab c_a d_b (γ_a γ_b + γ_b γ_a) = Σ_ab c_a d_b 2δ_ab 1 = 2 (Σ_a c_a d_a) 1.

Setting d = c and halving gives

  γ(c)² = (Σ_a c_a²) 1.

Step 2. Choose the coefficients to be the expectation values themselves, c_a = φ(γ_a), and write

  S = Σ_a φ(γ_a)²,  Γ = Σ_a φ(γ_a) γ_a.

Step 1 gives Γ† = Γ and Γ² = S 1. Linearity of φ gives

  φ(Γ) = Σ_a φ(γ_a) φ(γ_a) = S.

Step 3. Let D = Γ − S 1, the deviation of Γ from its mean. It is Hermitian, and

  D†D = Γ² − 2SΓ + S² 1 = (S + S²) 1 − 2SΓ.

With φ(1) = 1 and φ(Γ) = S,

  φ(D†D) = S + S² − 2S² = S(1 − S).

Step 4. Positivity of φ gives S(1 − S) ≥ 0. Adding the square (S − 1)² ≥ 0,

  S(1 − S) + (1 − S)² = (1 − S)(S + 1 − S) = 1 − S ≥ 0,

which is S ≤ 1 with no division by S and no separate case S = 0.

Step 5. For a unit vector take φ(A) = Re⟨v, Av⟩. Then φ(1) = 1 and

  φ(A†A) = Re⟨v, A†Av⟩ = ⟨Av, Av⟩ ≥ 0,

so step 4 gives (i). For Hermitian A the number ⟨v, Av⟩ equals its own complex conjugate, so taking the real part changes nothing. If S = 1, step 3 gives ⟨Dv, Dv⟩ = 0, hence Dv = 0, and with D = Γ − 1 this is Γv = v. Conversely, if Γv = v, step 2 gives S = Re⟨v, Γv⟩ = Re⟨v, v⟩ = 1. This is (ii).

Step 6. For a density matrix take φ(A) = Re Tr(ρA). Then φ(1) = Re Tr ρ = 1, and cyclicity of the trace gives

  Tr(ρA†A) = Tr(AρA†) ≥ 0,

because AρA† is positive semidefinite when ρ is. Step 4 gives (iii).

## What the formal version assumes

The Hilbert space is `n → ℂ` for a finite index type `n`, and operators are `Matrix n n ℂ`. The labels a run over a finite type `ι`. No relation between the number of generators and the dimension is imposed. Infinite-dimensional spaces and approximate anticommutation are not covered.

`IsCliffordFamily γ` has two fields. `herm` says that each `γ a` is Hermitian, and `anticomm` says that the anticommutator is twice the identity for a = b and zero otherwise, which fixes the normalisation γ_a² = 1. These relations are hypotheses of every bound, and the only family for which they are verified is `pauli`.

`IsState φ` describes a map `Matrix n n ℂ →ₗ[ℝ] ℝ`, linear over the reals and defined on all matrices, with the fields `normalised` and `positive` for φ(1) = 1 and φ(A†A) ≥ 0. Real linearity is enough because every coefficient in the derivation is real. `cliffordVec γ c` is γ(c), `lengthSq γ φ` is S, `aligned γ φ` is Γ and `deviation γ φ` is D.

The expression `star v ⬝ᵥ A *ᵥ v` is Σ_ij conj(v_i) A_ij v_j, so the inner product is antilinear in its first slot, and `star v ⬝ᵥ v = 1` is the normalisation. `expval v` takes the real part of that expression, and `expval_eq_inner` shows that for Hermitian A it equals the full matrix element, so `sum_sq_expval_le_one` is (i) as written. `densityExp ρ` is Re Tr(ρA); no matching statement that Tr(ργ_a) is real is included, and `sum_sq_densityExp_le_one` is therefore read with the real part, under `ρ.PosSemidef` and `ρ.trace = 1`. The equality condition `sum_sq_expval_eq_one_iff` is for vectors only.

Dropping a hypothesis can break the bound. Without anticommutation, Z⊗1 and 1⊗Z in the state |00⟩ give the sum 2. Without hermiticity, the single matrix with rows (1, 4) and (0, −1) squares to the identity, and in v = (1, 1)/√2 its expectation value is 2. Without positivity, ρ = diag(2, −1) has unit trace and Tr ρZ = 3.

`pauli_witness` states that the three Pauli matrices form a Clifford family, that `up`, the vector (1, 0), is normalised, and that its squared expectation values sum to exactly 1. The constant 1 in the bound is thus attained.

In Lean 4 with Mathlib:

```lean
import Mathlib

open Matrix
open scoped ComplexOrder

namespace CliffordUncertainty

noncomputable section

variable {n ι : Type*} [Fintype n] [DecidableEq n] [Fintype ι] [DecidableEq ι]

/-- A family of Hermitian matrices obeying `γ_a γ_b + γ_b γ_a = 2 δ_ab`. -/
structure IsCliffordFamily (γ : ι → Matrix n n ℂ) : Prop where
  herm : ∀ a, (γ a).IsHermitian
  anticomm : ∀ a b, γ a * γ b + γ b * γ a = if a = b then (2 : ℝ) • (1 : Matrix n n ℂ) else 0

/-- A state: a real-linear expectation functional that is normalised and is nonnegative on
every operator `A† A`. -/
structure IsState (φ : Matrix n n ℂ →ₗ[ℝ] ℝ) : Prop where
  normalised : φ 1 = 1
  positive : ∀ A : Matrix n n ℂ, 0 ≤ φ (Aᴴ * A)

/-- The real linear combination `γ(c) = ∑ c_a γ_a`. -/
def cliffordVec (γ : ι → Matrix n n ℂ) (c : ι → ℝ) : Matrix n n ℂ :=
  ∑ a, c a • γ a

/-- The sum `S = ∑ ⟨γ_a⟩²` of squared expectation values. -/
def lengthSq (γ : ι → Matrix n n ℂ) (φ : Matrix n n ℂ →ₗ[ℝ] ℝ) : ℝ :=
  ∑ a, φ (γ a) ^ 2

/-- The operator `Γ = ∑ ⟨γ_a⟩ γ_a`, whose coefficients are the expectation values. -/
def aligned (γ : ι → Matrix n n ℂ) (φ : Matrix n n ℂ →ₗ[ℝ] ℝ) : Matrix n n ℂ :=
  cliffordVec γ fun a => φ (γ a)

/-- The operator `D = Γ - S`. -/
def deviation (γ : ι → Matrix n n ℂ) (φ : Matrix n n ℂ →ₗ[ℝ] ℝ) : Matrix n n ℂ :=
  aligned γ φ - lengthSq γ φ • (1 : Matrix n n ℂ)

/-- The expectation functional `A ↦ Re ⟨v, A v⟩` of a vector `v`. -/
def expval (v : n → ℂ) : Matrix n n ℂ →ₗ[ℝ] ℝ where
  toFun A := (star v ⬝ᵥ A *ᵥ v).re
  map_add' A B := by
    show (star v ⬝ᵥ (A + B) *ᵥ v).re = (star v ⬝ᵥ A *ᵥ v).re + (star v ⬝ᵥ B *ᵥ v).re
    rw [Matrix.add_mulVec, dotProduct_add, Complex.add_re]
  map_smul' c A := by
    show (star v ⬝ᵥ (c • A) *ᵥ v).re = c • (star v ⬝ᵥ A *ᵥ v).re
    have h : (c • A) *ᵥ v = c • (A *ᵥ v) := by
      ext i
      simp [Matrix.mulVec, dotProduct, Finset.mul_sum, mul_assoc]
    rw [h, dotProduct_smul, Complex.smul_re]

/-- The expectation functional `A ↦ Re Tr (ρ A)` of a matrix `ρ`. -/
def densityExp (ρ : Matrix n n ℂ) : Matrix n n ℂ →ₗ[ℝ] ℝ where
  toFun A := (ρ * A).trace.re
  map_add' A B := by
    show (ρ * (A + B)).trace.re = (ρ * A).trace.re + (ρ * B).trace.re
    rw [Matrix.mul_add, Matrix.trace_add, Complex.add_re]
  map_smul' c A := by
    show (ρ * (c • A)).trace.re = c • (ρ * A).trace.re
    rw [Matrix.mul_smul, Matrix.trace_smul, Complex.smul_re]

/-- A real combination of the generators is Hermitian. -/
theorem cliffordVec_isHermitian {γ : ι → Matrix n n ℂ} (h : IsCliffordFamily γ) (c : ι → ℝ) :
    (cliffordVec γ c).IsHermitian := by
  show (∑ a, c a • γ a)ᴴ = ∑ a, c a • γ a
  rw [Matrix.conjTranspose_sum]
  refine Finset.sum_congr rfl fun a _ => ?_
  rw [Matrix.conjTranspose_smul, star_trivial, (h.herm a).eq]

/-- The anticommutator of `γ(c)` and `γ(d)` is `2 (c · d)` times the identity. -/
theorem cliffordVec_anticomm {γ : ι → Matrix n n ℂ} (h : IsCliffordFamily γ) (c d : ι → ℝ) :
    cliffordVec γ c * cliffordVec γ d + cliffordVec γ d * cliffordVec γ c
      = (2 * ∑ a, c a * d a) • (1 : Matrix n n ℂ) := by
  have h1 : ∀ x y : ι → ℝ, cliffordVec γ x * cliffordVec γ y
      = ∑ a, ∑ b, (x a * y b) • (γ a * γ b) := by
    intro x y
    unfold cliffordVec
    rw [Finset.sum_mul_sum]
    refine Finset.sum_congr rfl fun a _ => Finset.sum_congr rfl fun b _ => ?_
    rw [smul_mul_assoc, mul_smul_comm, smul_smul]
  -- relabel the second product so that it pairs term by term with the first
  have h2 : cliffordVec γ d * cliffordVec γ c = ∑ a, ∑ b, (c a * d b) • (γ b * γ a) := by
    rw [h1 d c, Finset.sum_comm]
    refine Finset.sum_congr rfl fun a _ => Finset.sum_congr rfl fun b _ => ?_
    rw [mul_comm (d b) (c a)]
  rw [h2, h1 c d, ← Finset.sum_add_distrib, Finset.mul_sum, Finset.sum_smul]
  refine Finset.sum_congr rfl fun a _ => ?_
  -- only the diagonal term b = a survives
  rw [← Finset.sum_add_distrib, Finset.sum_eq_single a]
  · rw [← smul_add, h.anticomm, if_pos rfl, smul_smul, mul_comm (c a * d a) 2]
  · intro b _ hb
    rw [← smul_add, h.anticomm, if_neg (Ne.symm hb), smul_zero]
  · intro ha
    exact absurd (Finset.mem_univ a) ha

/-- The square of `γ(c)` is `∑ c_a²` times the identity. -/
theorem cliffordVec_mul_self {γ : ι → Matrix n n ℂ} (h : IsCliffordFamily γ) (c : ι → ℝ) :
    cliffordVec γ c * cliffordVec γ c = (∑ a, c a ^ 2) • (1 : Matrix n n ℂ) := by
  have h1 := cliffordVec_anticomm h c c
  calc cliffordVec γ c * cliffordVec γ c
      = (1 / 2 : ℝ) • (cliffordVec γ c * cliffordVec γ c
          + cliffordVec γ c * cliffordVec γ c) := by module
    _ = (∑ a, c a ^ 2) • (1 : Matrix n n ℂ) := by
        rw [h1, smul_smul]
        congr 1
        simp only [sq]
        ring

omit [Fintype n] [DecidableEq n] [DecidableEq ι] in
/-- The expectation value of `Γ` is `S`. -/
theorem expect_aligned (γ : ι → Matrix n n ℂ) (φ : Matrix n n ℂ →ₗ[ℝ] ℝ) :
    φ (aligned γ φ) = lengthSq γ φ := by
  simp only [aligned, cliffordVec, lengthSq, map_sum, map_smul, smul_eq_mul, sq]

/-- For a normalised functional, the expectation value of `D† D` with `D = Γ - S`
equals `S (1 - S)`. -/
theorem expect_deviation_sq {γ : ι → Matrix n n ℂ} (h : IsCliffordFamily γ)
    (φ : Matrix n n ℂ →ₗ[ℝ] ℝ) (h1 : φ 1 = 1) :
    φ ((deviation γ φ)ᴴ * deviation γ φ) = lengthSq γ φ * (1 - lengthSq γ φ) := by
  have hsq : aligned γ φ * aligned γ φ = lengthSq γ φ • (1 : Matrix n n ℂ) :=
    cliffordVec_mul_self h _
  have hH : (aligned γ φ)ᴴ = aligned γ φ := (cliffordVec_isHermitian h _).eq
  -- D† D = S + S² - 2 S Γ, using Γ² = S
  have hD : (deviation γ φ)ᴴ * deviation γ φ
      = (lengthSq γ φ + lengthSq γ φ ^ 2) • (1 : Matrix n n ℂ)
        - (2 * lengthSq γ φ) • aligned γ φ := by
    unfold deviation
    rw [Matrix.conjTranspose_sub, hH, Matrix.conjTranspose_smul, star_trivial,
      Matrix.conjTranspose_one, sub_mul, mul_sub, mul_sub, hsq]
    simp only [smul_mul_assoc, mul_smul_comm, one_mul, mul_one]
    module
  rw [hD, map_sub, map_smul, map_smul, h1, expect_aligned]
  simp only [smul_eq_mul]
  ring

/-- In any state the squared expectation values of the generators sum to at most one. -/
theorem sum_sq_le_one_of_state {γ : ι → Matrix n n ℂ} (h : IsCliffordFamily γ)
    {φ : Matrix n n ℂ →ₗ[ℝ] ℝ} (hφ : IsState φ) :
    ∑ a, φ (γ a) ^ 2 ≤ 1 := by
  show lengthSq γ φ ≤ 1
  have hpos := hφ.positive (deviation γ φ)
  rw [expect_deviation_sq h φ hφ.normalised] at hpos
  -- S (1 - S) ≥ 0 and (S - 1)² ≥ 0 add up to 1 - S ≥ 0
  nlinarith [sq_nonneg (lengthSq γ φ - 1)]

omit [DecidableEq n] in
/-- For Hermitian `A` the real number `expval v A` is the full matrix element `⟨v, A v⟩`. -/
theorem expval_eq_inner (v : n → ℂ) {A : Matrix n n ℂ} (hA : A.IsHermitian) :
    ((expval v A : ℝ) : ℂ) = star v ⬝ᵥ A *ᵥ v := by
  have h : star v ⬝ᵥ A *ᵥ v = star (star v ⬝ᵥ A *ᵥ v) := by
    calc star v ⬝ᵥ A *ᵥ v = star (star (A *ᵥ v) ⬝ᵥ v) := Matrix.star_dotProduct _ _
      _ = star (star v ⬝ᵥ A *ᵥ v) := by
          rw [Matrix.star_mulVec, hA.eq, ← Matrix.dotProduct_mulVec]
  show (((star v ⬝ᵥ A *ᵥ v).re : ℝ) : ℂ) = star v ⬝ᵥ A *ᵥ v
  exact Complex.conj_eq_iff_re.mp h.symm

omit [DecidableEq n] in
/-- The expectation value of `A† A` in `v` is `Re ⟨A v, A v⟩`. -/
theorem expval_conjTranspose_mul (v : n → ℂ) (A : Matrix n n ℂ) :
    expval v (Aᴴ * A) = (star (A *ᵥ v) ⬝ᵥ A *ᵥ v).re := by
  show (star v ⬝ᵥ (Aᴴ * A) *ᵥ v).re = (star (A *ᵥ v) ⬝ᵥ A *ᵥ v).re
  rw [Matrix.star_mulVec, ← Matrix.mulVec_mulVec, Matrix.dotProduct_mulVec (star v) Aᴴ]

/-- Main result: for Hermitian `γ_a` with `γ_a γ_b + γ_b γ_a = 2 δ_ab` and a unit vector `v`,
`∑ ⟨v, γ_a v⟩² ≤ 1`. -/
theorem sum_sq_expval_le_one {γ : ι → Matrix n n ℂ} (h : IsCliffordFamily γ)
    {v : n → ℂ} (hv : star v ⬝ᵥ v = 1) :
    ∑ a, expval v (γ a) ^ 2 ≤ 1 := by
  refine sum_sq_le_one_of_state h ⟨?_, fun A => ?_⟩
  · show (star v ⬝ᵥ (1 : Matrix n n ℂ) *ᵥ v).re = 1
    rw [Matrix.one_mulVec, hv, Complex.one_re]
  · rw [expval_conjTranspose_mul]
    exact (Complex.le_def.mp (dotProduct_star_self_nonneg (A *ᵥ v))).1

/-- A unit vector saturates the bound exactly when `Γ v = v` for `Γ = ∑ ⟨v, γ_a v⟩ γ_a`. -/
theorem sum_sq_expval_eq_one_iff {γ : ι → Matrix n n ℂ} (h : IsCliffordFamily γ)
    {v : n → ℂ} (hv : star v ⬝ᵥ v = 1) :
    ∑ a, expval v (γ a) ^ 2 = 1 ↔ aligned γ (expval v) *ᵥ v = v := by
  constructor
  · intro hsum
    have hS : lengthSq γ (expval v) = 1 := hsum
    have h1 : expval v (1 : Matrix n n ℂ) = 1 := by
      show (star v ⬝ᵥ (1 : Matrix n n ℂ) *ᵥ v).re = 1
      rw [Matrix.one_mulVec, hv, Complex.one_re]
    have hf : expval v ((deviation γ (expval v))ᴴ * deviation γ (expval v)) = 0 := by
      rw [expect_deviation_sq h (expval v) h1, hS]
      ring
    -- the vector D v has zero norm
    have hz : star (deviation γ (expval v) *ᵥ v) ⬝ᵥ deviation γ (expval v) *ᵥ v = 0 :=
      Complex.ext ((expval_conjTranspose_mul v (deviation γ (expval v))).symm.trans hf)
        (Complex.le_def.mp
          (dotProduct_star_self_nonneg (deviation γ (expval v) *ᵥ v))).2.symm
    have hw : deviation γ (expval v) *ᵥ v = 0 := dotProduct_star_self_eq_zero.mp hz
    unfold deviation at hw
    rw [hS, one_smul, Matrix.sub_mulVec, Matrix.one_mulVec, sub_eq_zero] at hw
    exact hw
  · intro hE
    show lengthSq γ (expval v) = 1
    rw [← expect_aligned γ (expval v)]
    show (star v ⬝ᵥ aligned γ (expval v) *ᵥ v).re = 1
    rw [hE, hv, Complex.one_re]

/-- For a positive semidefinite `ρ` of unit trace, `∑ (Re Tr ρ γ_a)² ≤ 1`. -/
theorem sum_sq_densityExp_le_one {γ : ι → Matrix n n ℂ} (h : IsCliffordFamily γ)
    {ρ : Matrix n n ℂ} (hρ : ρ.PosSemidef) (htr : ρ.trace = 1) :
    ∑ a, densityExp ρ (γ a) ^ 2 ≤ 1 := by
  refine sum_sq_le_one_of_state h ⟨?_, fun A => ?_⟩
  · show (ρ * (1 : Matrix n n ℂ)).trace.re = 1
    rw [Matrix.mul_one, htr, Complex.one_re]
  · show 0 ≤ (ρ * (Aᴴ * A)).trace.re
    -- cyclicity turns the trace into that of the positive matrix A ρ A†
    have e : (ρ * (Aᴴ * A)).trace = (A * ρ * Aᴴ).trace := by
      rw [← Matrix.mul_assoc, Matrix.trace_mul_comm, ← Matrix.mul_assoc]
    rw [e]
    exact (Complex.le_def.mp (hρ.mul_mul_conjTranspose_same A).trace_nonneg).1

/-- The three Pauli matrices. -/
def pauli : Fin 3 → Matrix (Fin 2) (Fin 2) ℂ :=
  ![!![0, 1; 1, 0], !![0, -Complex.I; Complex.I, 0], !![1, 0; 0, -1]]

/-- The qubit vector `(1, 0)`. -/
def up : Fin 2 → ℂ := ![1, 0]

/-- The Pauli matrices form a Clifford family, `(1, 0)` is a unit vector, and its squared
Pauli expectation values sum to exactly one. -/
theorem pauli_witness :
    IsCliffordFamily pauli ∧ star up ⬝ᵥ up = 1 ∧ ∑ a, expval up (pauli a) ^ 2 = 1 := by
  refine ⟨⟨fun a => ?_, fun a b => ?_⟩, ?_, ?_⟩
  · show (pauli a)ᴴ = pauli a
    ext i j
    fin_cases a <;> fin_cases i <;> fin_cases j <;>
      simp [pauli, Matrix.conjTranspose_apply]
  · ext i j
    fin_cases a <;> fin_cases b <;> fin_cases i <;> fin_cases j <;>
      simp [pauli] <;> norm_num
  · simp [up, dotProduct, Fin.sum_univ_two]
  · show ∑ a, (star up ⬝ᵥ pauli a *ᵥ up).re ^ 2 = 1
    simp [up, pauli, Matrix.mulVec, dotProduct, Fin.sum_univ_three, Fin.sum_univ_two]

end

end CliffordUncertainty
```

```lean
#print axioms CliffordUncertainty.cliffordVec_anticomm
#print axioms CliffordUncertainty.sum_sq_expval_le_one
#print axioms CliffordUncertainty.sum_sq_expval_eq_one_iff
#print axioms CliffordUncertainty.sum_sq_densityExp_le_one
```

```
'CliffordUncertainty.cliffordVec_anticomm' depends on axioms: [propext, Classical.choice, Quot.sound]
'CliffordUncertainty.sum_sq_expval_le_one' depends on axioms: [propext, Classical.choice, Quot.sound]
'CliffordUncertainty.sum_sq_expval_eq_one_iff' depends on axioms: [propext, Classical.choice, Quot.sound]
'CliffordUncertainty.sum_sq_densityExp_le_one' depends on axioms: [propext, Classical.choice, Quot.sound]
```

## Notes on the proof

Step 1 takes three lemmas. `cliffordVec_isHermitian` moves the adjoint through the sum and the real scalars. In `cliffordVec_anticomm`, `h1` is the double-sum expansion of a product, `h2` is the exchange of labels by `Finset.sum_comm`, and `Finset.sum_eq_single a` does the work of δ_ab: the diagonal term is evaluated with the a = b case of `h.anticomm`, and every other term is shown to vanish with the a ≠ b case. `cliffordVec_mul_self` writes the square as half the anticommutator of γ(c) with itself.

`expect_aligned` is the identity φ(Γ) = S of step 2 and uses linearity alone, with no hypothesis on γ or on φ. `expect_deviation_sq` is step 3. Its `hsq` and `hH` are Γ² = S 1 and Γ† = Γ, `hD` is the operator identity for D†D, with `module` collecting the multiples of 1 and Γ, and the closing `ring` turns S + S² − 2S² into S(1 − S). It needs φ(1) = 1 but not positivity, which enters only in `sum_sq_le_one_of_state`. There `hφ.positive` is applied to D, and `nlinarith`, given `sq_nonneg (lengthSq γ φ - 1)`, carries out the addition of step 4.

For vectors, `expval_conjTranspose_mul` moves A† across the inner product, and `sum_sq_expval_le_one` supplies the two fields of `IsState` for `expval v`. Nonnegativity of ⟨Av, Av⟩ comes from `dotProduct_star_self_nonneg` as an inequality between complex numbers. With `ComplexOrder` open, 0 ≤ z means that Re z ≥ 0 and Im z = 0, and `Complex.le_def` separates the two parts. The bound uses the first part. The forward direction of `sum_sq_expval_eq_one_iff` uses the second: `hf` says that the real part of ⟨Dv, Dv⟩ is zero, `hz` adds the vanishing imaginary part, and `dotProduct_star_self_eq_zero` yields Dv = 0. The reverse direction rewrites S as φ(Γ) and substitutes Γv = v.

In `sum_sq_densityExp_le_one`, `e` is the cyclic rearrangement of step 6, `hρ.mul_mul_conjTranspose_same A` gives positive semidefiniteness of AρA†, and `trace_nonneg` gives the sign of its trace. `pauli_witness` checks the three adjoints and the nine anticommutators entry by entry with `fin_cases`, then evaluates the expectation values in (1, 0), which are 0, 0 and 1.
